# For N independently moving atoms, subtracting the mean displacement turns each variance s_i into (1 − 2/N) s_i + (Σ_j s_j)/N²

Q: Before I compute a diffusion coefficient from a trajectory, I subtract the mean displacement of all atoms from the displacement of each one, and only then do I average the squares. I regard this as removing an artefact. You say that it also changes the result?

A: It does if the atoms move independently. The mean of N random displacements is itself random, and it contains a share of the motion you want to measure. For independent, non-interacting walkers with equal variances and zero mean displacement, the diffusion coefficient comes out too small by the factor 1 − 1/N. Again for independent motion, an atom that never moved acquires an apparent mobility as soon as any other atom has a displacement that varies at random.

Q: Show me the derivation first.

A: Let X_i be one Cartesian component of the displacement of atom i over a fixed time interval, and s_i its variance. The corrected displacement is a linear combination of all displacements:

X_i − (1/N) Σ_j X_j = Σ_j c_j X_j, with c_j = δ_ij − 1/N.

The variance of such a combination is a double sum over covariances:

Var(Σ_j c_j X_j) = Σ_j Σ_k c_j c_k Cov(X_j, X_k).

For j ≠ k, independence makes the covariance vanish, and for j = k it is s_j. What remains is Σ_j c_j² s_j. The squared coefficients are

c_i² = (1 − 1/N)² = 1 − 2/N + 1/N², and c_j² = 1/N² for j ≠ i.

Every atom, i included, thus contributes s_j/N², and atom i contributes (1 − 2/N) s_i in addition. Writing r_i for the corrected variance,

r_i = (1 − 2/N) s_i + (Σ_j s_j)/N².

For N = 1 this gives r_1 = −s_1 + s_1 = 0, as it should: a single atom is its own mean.

Q: And what are the atoms and the randomness in the Lean version?

A: `Ω` is the space of outcomes, for instance the possible realisations of a run, and `ι` is the finite set of atom labels.

```lean
import Mathlib

open MeasureTheory ProbabilityTheory
open scoped NNReal ENNReal

namespace DriftRemoval

noncomputable section

variable {Ω ι : Type*} [MeasurableSpace Ω] [Fintype ι]
```

The number N is `Fintype.card ι`, and `X i ω` is the displacement of atom i in outcome ω. The next definition is the quantity that you subtract.

```lean
/-- The drift: the arithmetic mean of the displacements of all atoms, for at least one atom. -/
def drift (X : ι → Ω → ℝ) (ω : Ω) : ℝ := (∑ j, X j ω) / (Fintype.card ι : ℝ)
```

Q: To me "drift" is a steady systematic velocity, and the centre of mass is weighted by masses.

A: Both differ here. `drift` is the plain arithmetic mean in each outcome, so it fluctuates, and it is the centre-of-mass displacement only when the masses are equal. Subtracting it gives the corrected displacement.

```lean
/-- The displacement of atom `i` after the drift has been subtracted. -/
def driftRemoved (X : ι → Ω → ℝ) (i : ι) (ω : Ω) : ℝ := X i ω - drift X ω
```

The physical assumption is collected in one structure.

```lean
/-- The atoms have square-integrable and pairwise independent displacements. -/
structure IndependentMotion (μ : Measure Ω) (X : ι → Ω → ℝ) : Prop where
  sqInt : ∀ j, MemLp (X j) 2 μ
  indep : ∀ j k, j ≠ k → IndepFun (X j) (X k) μ
```

`sqInt` says that each displacement has a finite mean square. `indep` says that any two different atoms move independently under the measure `μ`, which you should read as the probability law of the outcomes. A finite probability space is a special case.

Q: That is where I object. My atoms interact.

A: Then this is the step you have to justify yourself: that the displacements in your simulation are independent, at least to a good approximation. Carriers hopping without interaction on a frozen host lattice fit the assumption. A molecular dynamics run with equal masses and conserved zero total momentum does not. There Σ_j X_j = 0, so the subtraction changes nothing, whereas the formula would predict a factor 1 − 1/N for equal variances. The covariances, which the derivation set to zero, make up the difference.

Q: Fair enough. How does Lean get rid of the double sum?

A: Through a Mathlib lemma, `IndepFun.variance_sum`, which deserves a closer look.

```lean
variable {μ : Measure Ω} {X : ι → Ω → ℝ}

/-- For independent motion, the variance of a linear combination of displacements is the sum of
the single-atom variances weighted by the squared coefficients. -/
theorem variance_combination (h : IndependentMotion μ X) (c : ι → ℝ) :
    Var[fun ω => ∑ j, c j * X j ω; μ] = ∑ j, c j ^ 2 * Var[X j; μ] := by
  have hsum : (fun ω => ∑ j, c j * X j ω) = ∑ j, fun ω => c j * X j ω := by
    ext ω
    simp only [Finset.sum_apply]
  have hI : Set.Pairwise (↑(Finset.univ : Finset ι))
      fun j k => IndepFun (fun ω => c j * X j ω) (fun ω => c k * X k ω) μ :=
    fun j _ k _ hjk =>
      (h.indep j k hjk).comp (measurable_const_mul (c j)) (measurable_const_mul (c k))
  rw [hsum, IndepFun.variance_sum (fun j _ => (h.sqInt j).const_mul (c j)) hI]
  simp only [variance_const_mul]
```

The lemma says that the variance of a sum of functions is the sum of their variances, provided that each is square-integrable and that they are pairwise independent. It carries the whole probabilistic content of the formula, and it needs three preparations. First, it speaks about a sum of functions, whereas we have a function whose value at ω is a sum; `hsum` identifies the two. Second, it wants independence of the scaled displacements c_j X_j. That is `hI`, obtained with `comp`: measurable functions of independent variables are independent, and multiplication by a constant is measurable. Third, scaling preserves square integrability, which is `const_mul`. Finally `variance_const_mul` pulls out the factors c_j².

Q: Then the main formula should be algebra.

A: It is.

```lean
/-- For independent motion of `N` atoms, removing the drift changes the variance `s i` of atom `i`
to `(1 - 2/N) s i + (∑ j, s j) / N²`. -/
theorem variance_driftRemoved (h : IndependentMotion μ X) (i : ι) :
    Var[driftRemoved X i; μ] = (1 - 2 / (Fintype.card ι : ℝ)) * Var[X i; μ]
      + (∑ j, Var[X j; μ]) / (Fintype.card ι : ℝ) ^ 2 := by
  classical
  -- the corrected displacement has coefficients `δ_ij - 1/N`
  have hc : driftRemoved X i = fun ω =>
      ∑ j, ((if j = i then (1 : ℝ) else 0) - 1 / (Fintype.card ι : ℝ)) * X j ω := by
    ext ω
    simp only [sub_mul, Finset.sum_sub_distrib, ite_mul, one_mul, zero_mul,
      Finset.sum_ite_eq', Finset.mem_univ, if_true, ← Finset.mul_sum, driftRemoved, drift]
    ring
  -- squaring them separates the atom's own term from the shared one
  have e : ∀ j, ((if j = i then (1 : ℝ) else 0) - 1 / (Fintype.card ι : ℝ)) ^ 2 * Var[X j; μ]
      = (if j = i then (1 - 2 / (Fintype.card ι : ℝ)) * Var[X j; μ] else 0)
        + Var[X j; μ] / (Fintype.card ι : ℝ) ^ 2 := by
    intro j
    split_ifs <;> ring
  rw [hc, variance_combination h, Finset.sum_congr rfl (fun j _ => e j),
    Finset.sum_add_distrib, Finset.sum_div]
  simp only [Finset.sum_ite_eq', Finset.mem_univ, if_true]
```

The statement is the equation for r_i, with `Var[X i; μ]` for s_i and `Var[driftRemoved X i; μ]` for r_i. The step `hc` writes the corrected displacement with the coefficients δ_ij − 1/N, where the Kronecker delta appears as `if j = i then (1 : ℝ) else 0`. The step `e` squares them: `split_ifs` separates j = i from j ≠ i, and `ring` checks each case. Summing over j, the conditional term survives only at j = i, and the other term becomes the shared (Σ_j s_j)/N².

Q: I don't average variances, though. I average squared displacements.

A: The two agree when the mean displacement is zero, and that is an extra hypothesis in the next theorem.

```lean
/-- For independent motion with zero mean displacements, the same law holds for the mean-square
displacements. -/
theorem msd_driftRemoved [IsProbabilityMeasure μ] (h : IndependentMotion μ X)
    (h0 : ∀ j, ∫ ω, X j ω ∂μ = 0) (i : ι) :
    ∫ ω, driftRemoved X i ω ^ 2 ∂μ = (1 - 2 / (Fintype.card ι : ℝ)) * ∫ ω, X i ω ^ 2 ∂μ
      + (∑ j, ∫ ω, X j ω ^ 2 ∂μ) / (Fintype.card ι : ℝ) ^ 2 := by
  have hint : ∀ j, Integrable (X j) μ := fun j => (h.sqInt j).integrable one_le_two
  have hd : Integrable (drift X) μ :=
    (integrable_finsetSum Finset.univ (fun j _ => hint j)).div_const _
  have hm : Integrable (driftRemoved X i) μ := (hint i).sub hd
  -- the drift, and with it the corrected displacement, has zero mean
  have hd0 : ∫ ω, drift X ω ∂μ = 0 := by
    unfold drift
    rw [integral_div, integral_finsetSum _ (fun j _ => hint j)]
    simp [h0]
  have hm0 : ∫ ω, driftRemoved X i ω ∂μ = 0 := by
    unfold driftRemoved
    rw [integral_sub (hint i) hd, h0, hd0, sub_zero]
  have hv : ∀ j, Var[X j; μ] = ∫ ω, X j ω ^ 2 ∂μ :=
    fun j => variance_of_integral_eq_zero (hint j).aemeasurable (h0 j)
  rw [← variance_of_integral_eq_zero hm.aemeasurable hm0, variance_driftRemoved h i]
  simp only [hv]
```

Here `h0` says that every atom has zero mean displacement: there is no bias such as an applied field or a net flow. The mean of `drift` is then zero (`hd0`), and so is that of the corrected displacement (`hm0`). Each variance in the previous formula can therefore be replaced by a mean square. For three Cartesian components, apply the theorem to each one and add.

Q: Where does 1 − 1/N come from?

A: Put s_j = s for all j:

(1 − 2/N) s + N s/N² = (1 − 1/N) s.

```lean
/-- If `N` independently moving atoms all have variance `s`, drift removal shrinks it to
`(1 - 1/N) s`. -/
theorem equal_mobility (h : IndependentMotion μ X) (s : ℝ) (hs : ∀ j, Var[X j; μ] = s) (i : ι) :
    Var[driftRemoved X i; μ] = (1 - 1 / (Fintype.card ι : ℝ)) * s := by
  have : Nonempty ι := ⟨i⟩
  have hN : (Fintype.card ι : ℝ) ≠ 0 := Nat.cast_ne_zero.mpr Fintype.card_ne_zero
  rw [variance_driftRemoved h i]
  simp only [hs, Finset.sum_const, Finset.card_univ, nsmul_eq_mul]
  field_simp
  ring
```

After the substitution, `field_simp` clears the denominators and `ring` finishes.

Q: And the immobile host atom?

A: With s_i = 0 the first term disappears, leaving r_i = (Σ_j s_j)/N². Variances are never negative, so this is positive exactly when at least one s_j is.

```lean
/-- For independent motion, an atom of zero variance has a positive variance after drift removal
exactly when some atom has positive variance. -/
theorem immobile_appears_to_move (h : IndependentMotion μ X) (i : ι) (hi : Var[X i; μ] = 0) :
    0 < Var[driftRemoved X i; μ] ↔ ∃ j, 0 < Var[X j; μ] := by
  have : Nonempty ι := ⟨i⟩
  have hN : (0 : ℝ) < (Fintype.card ι : ℝ) := Nat.cast_pos.mpr Fintype.card_pos
  rw [variance_driftRemoved h i, hi, mul_zero, zero_add]
  constructor
  · intro hp
    by_contra! hn
    have hle : ∑ j, Var[X j; μ] ≤ 0 := Finset.sum_nonpos (fun j _ => hn j)
    exact absurd hp (not_lt_of_ge (div_nonpos_of_nonpos_of_nonneg hle (by positivity)))
  · rintro ⟨j, hj⟩
    exact div_pos (Finset.sum_pos' (fun k _ => variance_nonneg _ _)
      ⟨j, Finset.mem_univ j, hj⟩) (by positivity)
```

One direction is by contradiction: if no variance were positive, the sum could not be. The other uses the fact that a sum of non-negative terms with one positive term is positive. Note that "immobile" means zero variance here. An atom carried along by the same fixed amount in every outcome also qualifies; with zero mean displacement, it stays put with probability one.

Q: So slow atoms gain and fast atoms lose. Where is the border?

A: Subtract s_i from the formula:

r_i − s_i = (2/N) [(Σ_j s_j)/(2N) − s_i].

The sign is that of the bracket, so the variance grows exactly when s_i lies below half the average over all atoms.

```lean
/-- For independent motion, drift removal increases the variance of an atom exactly when that
variance is below half the average over all atoms. -/
theorem inflated_iff (h : IndependentMotion μ X) (i : ι) :
    Var[X i; μ] < Var[driftRemoved X i; μ] ↔
      Var[X i; μ] < (∑ j, Var[X j; μ]) / (Fintype.card ι : ℝ) / 2 := by
  have : Nonempty ι := ⟨i⟩
  have hN : (0 : ℝ) < (Fintype.card ι : ℝ) := Nat.cast_pos.mpr Fintype.card_pos
  have hp : 0 < 2 / (Fintype.card ι : ℝ) := by positivity
  have key : Var[driftRemoved X i; μ] - Var[X i; μ] = 2 / (Fintype.card ι : ℝ) *
      ((∑ j, Var[X j; μ]) / (Fintype.card ι : ℝ) / 2 - Var[X i; μ]) := by
    rw [variance_driftRemoved h i]
    ring
  rw [← sub_pos, key, mul_pos_iff_of_pos_left hp, sub_pos]
```

The identity is `key`, and the last line divides out the positive factor 2/N.

Q: If I have already stored only corrected data, is the original information lost?

A: The corrected data alone don't determine the original displacements, because shifting all atoms by the same amount leaves the corrected data unchanged. If you know that one atom stayed fixed, its corrected displacement is minus the drift, and you can add the drift back to all atoms. Without such knowledge you can still recover the variances of the original displacements, for more than two atoms, as long as the motion is independent. Sum the formula over all atoms:

Σ_j r_j = (1 − 2/N) Σ_j s_j + (Σ_j s_j)/N = (1 − 1/N) Σ_j s_j.

The shared term is therefore known from the corrected variances:

(Σ_j s_j)/N² = (Σ_j r_j)/(N(N − 1)).

Subtract it from r_i and divide by 1 − 2/N:

s_i = N/(N − 2) · [r_i − (Σ_j r_j)/(N(N − 1))].

For N = 2 both atoms end up with (s_1 + s_2)/4, and their individual variances can't be told apart.

```lean
/-- For more than two independently moving atoms, the true variance of each atom is recovered
from the variances measured after drift removal. -/
theorem recover_variance (h : IndependentMotion μ X) (hN : 2 < Fintype.card ι) (i : ι) :
    Var[X i; μ] = (Fintype.card ι : ℝ) / ((Fintype.card ι : ℝ) - 2) *
      (Var[driftRemoved X i; μ] - (∑ j, Var[driftRemoved X j; μ]) /
        ((Fintype.card ι : ℝ) * ((Fintype.card ι : ℝ) - 1))) := by
  have h2 : (2 : ℝ) < (Fintype.card ι : ℝ) := by exact_mod_cast hN
  have n0 : (Fintype.card ι : ℝ) ≠ 0 := by linarith
  have n1 : (Fintype.card ι : ℝ) - 1 ≠ 0 := by linarith
  have n2 : (Fintype.card ι : ℝ) - 2 ≠ 0 := by linarith
  -- the measured variances determine the sum of the true ones
  have hsum : ∑ j, Var[driftRemoved X j; μ]
      = ((Fintype.card ι : ℝ) - 1) / (Fintype.card ι : ℝ) * ∑ j, Var[X j; μ] := by
    rw [Finset.sum_congr rfl (fun j _ => variance_driftRemoved h j), Finset.sum_add_distrib,
      ← Finset.mul_sum, Finset.sum_const, Finset.card_univ, nsmul_eq_mul]
    field_simp
    ring
  rw [hsum, variance_driftRemoved h i]
  generalize ∑ j, Var[X j; μ] = S
  field_simp
  ring
```

In the proof, `hsum` is the summed equation. It is inserted together with the formula for r_i, and the rest is algebra with the non-zero denominators N, N − 1 and N − 2. The theorem concerns exact variances; estimates from a finite trajectory carry their statistical errors through the same equation.

Q: Give me numbers.

A: Take four atoms with variances 0, 4, 4 and 8 Å². Their sum is 16 Å², so the shared term is 16/16 = 1 Å², and the prefactor 1 − 2/N is 1/2. The corrected variances are

0/2 + 1 = 1, 4/2 + 1 = 3, 4/2 + 1 = 3, 8/2 + 1 = 5 (all in Å²).

The average of the true variances is 4 Å², and half of it is 2 Å². Only the immobile atom lies below that, and only its variance has grown. To go back, the corrected variances sum to 12 Å², and 12/(4 · 3) = 1 Å². The factor N/(N − 2) is 2, which gives

2(1 − 1) = 0, 2(3 − 1) = 4, 2(3 − 1) = 4, 2(5 − 1) = 8 (all in Å²).

Q: One last doubt. Could the assumptions be so strict that no set of moving atoms meets them?

A: No. Free Brownian particles do, with any variances you like.

```lean
/-- Independent Gaussian displacements with mean zero and any prescribed variances `v i` are an
instance of independent motion. -/
theorem independentMotion_witness (v : ι → ℝ≥0) :
    IndependentMotion (Measure.pi fun i => gaussianReal 0 (v i)) (fun i (ω : ι → ℝ) => ω i) ∧
    (∀ i, ∫ ω : ι → ℝ, ω i ∂(Measure.pi fun i => gaussianReal 0 (v i)) = 0) ∧
    ∀ i, Var[fun ω : ι → ℝ => ω i; Measure.pi fun i => gaussianReal 0 (v i)] = v i := by
  have hp := fun i => measurePreserving_eval (fun i => gaussianReal 0 (v i)) i
  have ha : ∀ i, AEMeasurable (Function.eval i : (ι → ℝ) → ℝ)
      (Measure.pi fun i => gaussianReal 0 (v i)) := fun i => (hp i).measurable.aemeasurable
  refine ⟨⟨fun i => ?_, fun j k hjk => ?_⟩, fun i => ?_, fun i => ?_⟩
  · have hg : MemLp id 2 (gaussianReal 0 (v i)) := by
      exact_mod_cast memLp_id_gaussianReal (μ := 0) (v := v i) 2
    exact hg.comp_measurePreserving (hp i)
  · exact (iIndepFun_pi (μ := fun i => gaussianReal 0 (v i)) (X := fun _ x => x)
      (fun _ => aemeasurable_id)).indepFun hjk
  · have hm := integral_map (ha i)
      (f := fun x : ℝ => x) measurable_id.aestronglyMeasurable
    rw [(hp i).map_eq, integral_id_gaussianReal] at hm
    exact hm.symm
  · have hm := variance_map (X := (id : ℝ → ℝ)) measurable_id.aemeasurable (ha i)
    rw [(hp i).map_eq, variance_id_gaussianReal] at hm
    exact hm.symm

end

end DriftRemoval
```

Here an outcome is simply the list of all displacements, and `Measure.pi` draws each one from its own Gaussian with mean zero and variance `v i`. For Brownian motion with diffusion coefficient D_i over a time t, you would set `v i` to 2 D_i t. A value of zero is allowed and describes an immobile atom. The theorem confirms independent motion, zero means and the prescribed variances. Its proof uses `measurePreserving_eval`, which says that each coordinate has the Gaussian law assigned to it, and `iIndepFun_pi`, which says that the coordinates of a product measure are independent.

```lean
#print axioms DriftRemoval.msd_driftRemoved
#print axioms DriftRemoval.immobile_appears_to_move
#print axioms DriftRemoval.inflated_iff
#print axioms DriftRemoval.recover_variance
```

```
'DriftRemoval.msd_driftRemoved' depends on axioms: [propext, Classical.choice, Quot.sound]
'DriftRemoval.immobile_appears_to_move' depends on axioms: [propext, Classical.choice, Quot.sound]
'DriftRemoval.inflated_iff' depends on axioms: [propext, Classical.choice, Quot.sound]
'DriftRemoval.recover_variance' depends on axioms: [propext, Classical.choice, Quot.sound]
```
